# Landé factors of Hund ground levels stay positive and fall from 1 to 2l − 1 electrons

## Three fillings of the d shell

Put a free ion with a few d electrons in a weak magnetic field B. Its ground level, with total angular momentum J, splits into sublevels with energy shifts

g μ_B B M_J,

where μ_B is the Bohr magneton, M_J runs from −J to J, and g is the Landé factor. With total spin S, total orbital angular momentum L and spin g factor 2, it is

g = 1 + [J(J+1) + S(S+1) − L(L+1)] / [2J(J+1)].

Hund's rules give the ground level. For one, two and three d electrons the spins are parallel, the electrons occupy the highest magnetic quantum numbers 2, 1, 0 in turn, and J = L − S:

- one electron: S = 1/2, L = 2, J = 3/2, and g = 1 − 1/5 = 4/5;
- two electrons: S = 1, L = 3, J = 2, and g = 1 − 1/3 = 2/3;
- three electrons: S = 3/2, L = 3, J = 3/2, and g = 1 − 3/5 = 2/5.

The numbers subtracted from 1 are S/(J+1) in each case. The spin points against the total angular momentum and reduces g. The first and third levels have the same J, but the third has three times the spin and therefore three times the reduction. In the p shell a single electron has g = 2/3, while two electrons give J = L − S = 0 and no Landé factor, so the d shell is the smallest in which this decrease below half filling can be seen.

## A closed formula for every shell

Let l be the orbital quantum number of the shell and n the number of electrons in it (not the principal quantum number). For 1 ≤ n < 2l, the Landé factor of the Hund ground level is positive and strictly decreasing in n. For l ≥ 1 its largest value is 2l/(2l+1) and its smallest is 2/(2l+1).

Parallel spins give S = n/2. The n highest magnetic quantum numbers are l − i with i = 0, …, n − 1, and their sum is

L = nl − n(n−1)/2 = n(2l+1−n)/2.

Hence

J = L − S = n(2l−n)/2,

which is positive in the stated range. At n = 2l it vanishes, and a level with J = 0 has no Landé factor.

Now take any level with J = L − S > 0. Inserting L = J + S gives

L(L+1) = J(J+1) + S(S+1) + 2JS,

so the numerator in the Landé formula is −2JS, and

g = 1 − 2JS / [2J(J+1)] = 1 − S/(J+1).

This is positive exactly when S < J + 1 = L − S + 1, that is, when

2S < L + 1.

The condition can fail. The level S = 3/2, L = 2, J = 1/2 has 2S = L + 1 and g = 0, so its sublevels do not split to first order in the field.

For the Hund levels the condition holds, because

L + 1 − 2S = n(2l−1−n)/2 + 1,

and an integer n below 2l is at most 2l − 1, which makes the right-hand side at least 1.

With J + 1 = [n(2l−n) + 2]/2, the Landé factor becomes

g = 1 − n / [n(2l−n) + 2].

To compare two fillings a < b, cross-multiply the subtracted fractions. Both denominators are positive, and

b[a(2l−a) + 2] − a[b(2l−b) + 2] = ab(b−a) + 2(b−a) = (b−a)(ab+2) > 0.

The fraction for b is the larger one, so g is smaller at b. The extremes therefore lie at the ends of the range. At n = 1 and at n = 2l − 1 the denominator is 2l + 1, which gives

g = 1 − 1/(2l+1) = 2l/(2l+1) at n = 1,

g = 1 − (2l−1)/(2l+1) = 2/(2l+1) at n = 2l − 1.

For l = 1 the two fillings coincide, and both expressions equal 2/3.

In electronic structure work these values serve as free-ion references for the magnetic moments of open-shell ions, lanthanides in particular, as long as the ion has fewer than 2l electrons in the shell and is well described by a single Hund level in LS coupling.

## The Landé factor and Hund's quantum numbers in Lean

```lean
import Mathlib

open Finset

namespace HundLandeFactor

noncomputable section

/-- The Landé factor of a level with spin `S`, orbital angular momentum `L` and total
angular momentum `J`, with spin g factor 2; its domain is `J > 0`. -/
def landeG (S L J : ℝ) : ℝ :=
  1 + (J * (J + 1) + S * (S + 1) - L * (L + 1)) / (2 * J * (J + 1))
```

The function `landeG` takes S, L and J as real numbers, without asking that they be integers or half-integers. The spin g factor is set to its Dirac value 2, with the small radiative correction neglected. A general value g_s would multiply the fraction by g_s − 1, which is 1 here; the 2 in the denominator is not the spin g factor. The formula is a definition here; its derivation from the Zeeman operator is taken for granted.

```lean
/-- Hund's spin for `n` electrons with parallel spins, up to half filling. -/
def hundS (n : ℕ) : ℝ := n / 2

/-- Hund's orbital angular momentum up to half filling: the sum of the `n` highest magnetic
quantum numbers `l, l - 1, ...`. -/
def hundL (l n : ℕ) : ℝ := ∑ i ∈ range n, ((l : ℝ) - i)
```

The electron number `n` and the orbital quantum number `l` are natural numbers, and the resulting S and L are real. The set `range n` is 0, …, n − 1, so the sum starts with the highest magnetic quantum number l. Hund's second rule is thus entered as a prescription for occupying orbitals, and the closed form for L remains to be proved.

```lean
/-- The Landé factor of the Hund ground level `J = L - S` of a shell `l` with `n` electrons;
its domain is `1 ≤ n < 2 l`. -/
def hundG (l n : ℕ) : ℝ := landeG (hundS n) (hundL l n) (hundL l n - hundS n)
```

The third rule, J = L − S below half filling, enters through the last argument of `landeG`. None of Hund's rules is derived from an electronic Hamiltonian. The step from `hundG l n` to the g factor of a real ion is the assumption that its ground level is this pure LS-coupled level. Strong spin–orbit mixing of terms, or a crystal field that quenches the orbital moment, would invalidate it.

```lean
/-- The `n` highest magnetic quantum numbers add up to `L = n (2l + 1 - n) / 2`. -/
theorem hundL_eq (l n : ℕ) : hundL l n = n * (2 * l + 1 - n) / 2 := by
  unfold hundL
  induction n with
  | zero => simp
  | succ n ih =>
    rw [sum_range_succ, ih]
    push_cast
    ring
```

This theorem evaluates the sum for all `l` and `n`. The terms are magnetic quantum numbers of the shell only for n ≤ 2l + 1; beyond that the identity is purely algebraic. The proof is an induction on the number of electrons: the next one contributes l − n, and

n(2l+1−n)/2 + (l−n) = (n+1)(2l−n)/2,

which is the formula at n + 1. The last `ring` checks this identity.

```lean
/-- For `1 ≤ n < 2 l` electrons the Hund spin is smaller than the Hund orbital angular
momentum. -/
theorem hundS_lt_hundL {l n : ℕ} (h1 : 1 ≤ n) (h2 : n < 2 * l) :
    hundS n < hundL l n := by
  have hn : (0 : ℝ) < n := by exact_mod_cast h1
  have hm : (n : ℝ) < 2 * l := by exact_mod_cast h2
  rw [hundL_eq, hundS]
  nlinarith [mul_pos hn (sub_pos.2 hm)]
```

This is J > 0 for the Hund levels. By hand, L − S is half the product of n and 2l − n. The proof passes the positivity of that product to `nlinarith`, which finishes the comparison.

## Levels with J = L − S

The next three results concern the Landé formula alone and make no use of Hund's rules.

```lean
/-- For a level with `J = L - S > 0` the Landé factor is `1 - S / (J + 1)`. -/
theorem landeG_antiparallel {S L : ℝ} (h : S < L) :
    landeG S L (L - S) = 1 - S / (L - S + 1) := by
  have h1 : L - S ≠ 0 := by linarith [sub_pos.2 h] |> fun (p : 0 < L - S) => p.ne'
  have h2 : L - S + 1 ≠ 0 := by
    have p : 0 < L - S + 1 := by linarith
    exact p.ne'
  -- the numerator of the Landé formula collapses to -2 J S
  have key : ((L - S) * (L - S + 1) + S * (S + 1) - L * (L + 1)) /
      (2 * (L - S) * (L - S + 1)) = (-S) / (L - S + 1) := by
    rw [div_eq_div_iff (mul_ne_zero (mul_ne_zero two_ne_zero h1) h2) h2]
    ring
  rw [landeG, key]
  ring
```

The word "antiparallel" in the name refers to the coupling J = L − S. The hypothesis `S < L` says that J is positive, and from it the proof obtains that J and J + 1 are nonzero. The intermediate statement `key` is the collapse of the numerator: the fraction in the Landé formula equals −S/(J+1). It is proved by cross-multiplication with `div_eq_div_iff`, after which `ring` confirms the polynomial identity.

```lean
/-- A level with `J = L - S > 0` has a positive Landé factor exactly when `2 S < L + 1`. -/
theorem landeG_antiparallel_pos_iff {S L : ℝ} (h : S < L) :
    0 < landeG S L (L - S) ↔ 2 * S < L + 1 := by
  have hp : 0 < L - S + 1 := by linarith
  rw [landeG_antiparallel h, sub_pos, div_lt_one hp]
  constructor <;> intro h' <;> linarith
```

The equivalence follows the calculation by hand. The difference 1 − S/(J+1) is positive exactly when the quotient is below 1. Since J + 1 is positive, this means S < J + 1, a linear inequality that rearranges to 2S < L + 1 in both directions.

```lean
/-- The level with `S = 3/2`, `L = 2` and `J = L - S = 1/2` has Landé factor zero. -/
theorem landeG_eq_zero_example : landeG (3 / 2) 2 (1 / 2) = 0 := by
  norm_num [landeG]
```

Here the three quantum numbers are inserted directly and the arithmetic is evaluated. The example shows that J = L − S > 0 alone does not guarantee a positive g.

## Positivity, decrease and the extreme values

```lean
/-- For `1 ≤ n < 2 l` electrons the Landé factor of the Hund ground level is
`1 - n / (n (2l - n) + 2)`. -/
theorem hundG_eq {l n : ℕ} (h1 : 1 ≤ n) (h2 : n < 2 * l) :
    hundG l n = 1 - (n : ℝ) / (n * (2 * l - n) + 2) := by
  have e : (n : ℝ) * (2 * l + 1 - n) / 2 - n / 2 + 1 = (n * (2 * l - n) + 2) / 2 := by
    ring
  rw [hundG, landeG_antiparallel (hundS_lt_hundL h1 h2), hundL_eq, hundS, e,
    div_div_div_cancel_right₀ (by norm_num : (2 : ℝ) ≠ 0)]
```

The auxiliary identity `e` is J + 1 = [n(2l−n) + 2]/2, written with the Hund values inserted. Since S = n/2 carries the same factor 1/2, that factor cancels from the quotient and leaves the closed formula.

```lean
/-- For `1 ≤ n < 2 l` electrons in a shell `l`, the Landé factor of the Hund ground level is
positive and strictly decreases with the number of electrons. -/
theorem hundG_pos_and_strictAnti (l : ℕ) :
    (∀ n ∈ Set.Ico 1 (2 * l), 0 < hundG l n) ∧
      StrictAntiOn (hundG l) (Set.Ico 1 (2 * l)) := by
  constructor
  · rintro n ⟨h1, h2⟩
    have hn : (0 : ℝ) < n := by exact_mod_cast h1
    have hm : (n : ℝ) + 1 ≤ 2 * l := by exact_mod_cast h2
    -- the positivity criterion 2 S < L + 1 holds for the Hund values
    rw [hundG, landeG_antiparallel_pos_iff (hundS_lt_hundL h1 h2), hundL_eq, hundS]
    nlinarith [mul_nonneg hn.le (sub_nonneg.2 hm)]
  · rintro a ⟨ha1, ha2⟩ b ⟨hb1, hb2⟩ hab
    have ha : (0 : ℝ) < a := by exact_mod_cast ha1
    have hb : (0 : ℝ) < b := by exact_mod_cast hb1
    have ha' : (a : ℝ) < 2 * l := by exact_mod_cast ha2
    have hb' : (b : ℝ) < 2 * l := by exact_mod_cast hb2
    have hab' : (a : ℝ) < b := by exact_mod_cast hab
    have hA : (0 : ℝ) < a * (2 * l - a) + 2 := by
      linarith [mul_pos ha (sub_pos.2 ha')]
    have hB : (0 : ℝ) < b * (2 * l - b) + 2 := by
      linarith [mul_pos hb (sub_pos.2 hb')]
    -- after cross-multiplication the difference is (b - a) (a b + 2)
    have key : (a : ℝ) / (a * (2 * l - a) + 2) < b / (b * (2 * l - b) + 2) := by
      rw [div_lt_div_iff₀ hA hB]
      nlinarith [mul_pos (mul_pos ha hb) (sub_pos.2 hab')]
    rw [hundG_eq ha1 ha2, hundG_eq hb1 hb2]
    linarith
```

The set `Set.Ico 1 (2 * l)` contains the natural numbers n with 1 ≤ n < 2l. The first half of the theorem says that g is positive at each of them. The second half, `StrictAntiOn`, says that for any two fillings a < b in the set, adjacent or not, the value at b is strictly smaller. For l = 0 the set is empty and the statement has no content; for l = 1 it contains only n = 1, and only positivity says anything.

The positivity proof goes through the criterion 2S < L + 1. The integer step appears in `hm`, which turns n < 2l into n + 1 ≤ 2l. The product of n with the non-negative number 2l − (n + 1) then supplies the estimate made by hand.

For the decrease, `hA` and `hB` state that the two denominators are positive, so `div_lt_div_iff₀` may cross-multiply. The difference to be shown positive is (b−a)(ab+2). Its cubic part ab(b−a) is given to `nlinarith` as a hint, and the rest, 2(b−a), is linear. Subtracting the two fractions from 1 reverses the inequality.

```lean
/-- For `l ≥ 1` the Landé factors of the Hund ground levels with `1 ≤ n < 2 l` electrons have
the largest value `2l / (2l + 1)` and the smallest value `2 / (2l + 1)`. -/
theorem hundG_extremes {l : ℕ} (hl : 1 ≤ l) :
    IsGreatest (hundG l '' Set.Ico 1 (2 * l)) (2 * l / (2 * l + 1)) ∧
      IsLeast (hundG l '' Set.Ico 1 (2 * l)) (2 / (2 * l + 1)) := by
  have hd : (2 * l + 1 : ℝ) ≠ 0 := by positivity
  have anti := (hundG_pos_and_strictAnti l).2.antitoneOn
  constructor
  · -- the largest value belongs to a single electron
    have h1 : 1 ∈ Set.Ico 1 (2 * l) := ⟨le_rfl, by omega⟩
    have hv : hundG l 1 = 2 * l / (2 * l + 1) := by
      rw [hundG_eq h1.1 h1.2, Nat.cast_one,
        show (1 : ℝ) * (2 * l - 1) + 2 = 2 * l + 1 by ring,
        eq_div_iff hd, sub_mul, div_mul_cancel₀ _ hd]
      ring
    refine ⟨⟨1, h1, hv⟩, ?_⟩
    rintro _ ⟨n, hn, rfl⟩
    rw [← hv]
    exact anti h1 hn hn.1
  · -- the smallest value belongs to m = 2l - 1 electrons
    obtain ⟨m, hm⟩ : ∃ m, m + 1 = 2 * l := ⟨2 * l - 1, by omega⟩
    have hm' : (m : ℝ) + 1 = 2 * l := by exact_mod_cast hm
    have h1 : m ∈ Set.Ico 1 (2 * l) := ⟨by omega, by omega⟩
    have hv : hundG l m = 2 / (2 * l + 1) := by
      have e : (m : ℝ) * (2 * l - m) + 2 = 2 * l + 1 := by
        rw [← hm']
        ring
      rw [hundG_eq h1.1 h1.2, e, eq_div_iff hd, sub_mul, div_mul_cancel₀ _ hd]
      linarith
    refine ⟨⟨m, h1, hv⟩, ?_⟩
    rintro _ ⟨n, hn, rfl⟩
    rw [← hv]
    have hnm : n ≤ m := by
      have := hn.2
      omega
    exact anti hn h1 hnm

end

end HundLandeFactor
```

The expression `hundG l '' Set.Ico 1 (2 * l)` is the set of all Landé factors that occur in the range. `IsGreatest` says that the given number belongs to this set and that no member exceeds it; `IsLeast` is the corresponding statement for the minimum. The hypothesis `1 ≤ l` ensures that there is at least one filling to consider.

Each half computes g at one end of the range and then uses the decrease just proved, in its non-strict form, to compare that value with all others. The upper end is introduced as a number `m` with m + 1 = 2l, which keeps the subtraction of natural numbers out of the later steps.

```lean
#print axioms HundLandeFactor.landeG_eq_zero_example
#print axioms HundLandeFactor.hundG_pos_and_strictAnti
#print axioms HundLandeFactor.hundG_extremes
```

```
'HundLandeFactor.landeG_eq_zero_example' depends on axioms: [propext, Classical.choice, Quot.sound]
'HundLandeFactor.hundG_pos_and_strictAnti' depends on axioms: [propext, Classical.choice, Quot.sound]
'HundLandeFactor.hundG_extremes' depends on axioms: [propext, Classical.choice, Quot.sound]
```

## Half filling and beyond

The same substitution handles the other branch of Hund's third rule, J = L + S; this is an ordinary calculation that the Lean development leaves aside. Let the shell contain 2l + 1 + k electrons with 0 ≤ k ≤ 2l. The half-filled part contributes no orbital angular momentum, and the k further electrons again take the highest magnetic quantum numbers with their spins reversed. Therefore

S = (2l+1−k)/2, L = k(2l+1−k)/2 = kS, J = L + S = (k+1)S.

Inserting L = J − S turns the numerator of the Landé formula into 2S(J+1), so that

g = 1 + S/J = 1 + 1/(k+1).

Spin and total angular momentum now point the same way, and g lies above 1. It falls from 2 at half filling to 1 + 1/(2l+1) when a single electron is missing from the full shell. At fixed k it does not depend on l, whereas below half filling the shell enters through the term n(2l−n).
